# Finite translation of regular solid harmonics

The multipole moments of a set of point charges depend in general on the origin; the total charge and the dipole of a neutral set are exceptions. With charges $q_j$ at positions $r_j$, the moment of order $(l,m)$ is $\sum_j q_j S_{lm}(r_j)$, where $S_{lm}$ is a regular solid harmonic. Moving the origin to $a$ means writing $r_j=a+b_j$, and the question is how $S_{lm}(a+b)$ splits into factors depending on $a$ and on $b$ alone. The answer is a finite, exact sum, which relates multipole moments about two centres in electrostatics simulations; it concerns regular harmonics only, not the irregular ones that describe the distant potential.

## Coefficients in an auxiliary variable

The coordinates lie in a commutative ring `A`, later a complex algebra: $\mathbb C$ gives values at points, $\mathbb C[x,y,z]$ gives polynomials.

```lean
import Mathlib

open Polynomial

namespace SolidHarmonicTranslation

noncomputable section

variable {A : Type*} [CommRing A]
```

For a polynomial $q$ in a variable $t$ (Lean's `X`) and an integer $k$, let $[t^k]q$ be the coefficient of $t^k$, taken as zero for $k<0$.

```lean
/-- The coefficient of `t ^ k` in a polynomial in `t`, for an integer `k`; it is zero for
negative `k`. -/
def tCoeff (k : ℤ) : A[X] →ₗ[A] A :=
  if 0 ≤ k then lcoeff A k.toNat else 0
```

For a ring element $a$ and $j\ge0$, $[t^k](a\,t^jq)=a\,[t^{k-j}]q$. The proof splits into the cases $k<0$, $0\le k<j$ and $j\le k$.

```lean
/-- Multiplying by `a t ^ j` scales the coefficients by `a` and shifts their index by `j`. -/
theorem tCoeff_shift (a : A) (j : ℕ) (q : A[X]) (k : ℤ) :
    tCoeff k (C a * X ^ j * q) = a * tCoeff (k - j) q := by
  unfold tCoeff
  by_cases hk : 0 ≤ k
  · obtain ⟨n, rfl⟩ := Int.eq_ofNat_of_zero_le hk
    rw [if_pos hk, lcoeff_apply, Int.toNat_natCast, mul_assoc, coeff_C_mul, coeff_X_pow_mul']
    by_cases hj : j ≤ n
    · have h1 : (0 : ℤ) ≤ (n : ℤ) - j := by omega
      have h2 : ((n : ℤ) - j).toNat = n - j := by omega
      rw [if_pos hj, if_pos h1, lcoeff_apply, h2]
    · have h1 : ¬ (0 : ℤ) ≤ (n : ℤ) - j := by omega
      rw [if_neg hj, if_neg h1, LinearMap.zero_apply]
  · have h1 : ¬ (0 : ℤ) ≤ k - j := by omega
    rw [if_neg hk, if_neg h1]
    simp
```

If $\deg p\le 2n$, expand $p=\sum_{j=0}^{2n}p_jt^j$ with coefficients $p_j$, shift each term and set $j=n+\mu$:
$$[t^k](pq)=\sum_{\mu=-n}^{n}[t^{n+\mu}]p\;[t^{k-(n+\mu)}]q .$$
`Finset.sum_nbij'` performs the reindexing.

```lean
/-- Cauchy product with a centred index: if `p` has degree at most `2n`, the coefficient of
`t ^ k` in `p q` is the sum over `-n ≤ μ ≤ n` of `[t ^ (n + μ)] p · [t ^ (k - n - μ)] q`. -/
theorem tCoeff_mul (p q : A[X]) (n : ℕ) (hp : p.natDegree ≤ 2 * n) (k : ℤ) :
    tCoeff k (p * q) =
      ∑ μ ∈ Finset.Icc (-(n : ℤ)) n, tCoeff (n + μ) p * tCoeff (k - (n + μ)) q := by
  have h : p * q = ∑ j ∈ Finset.range (2 * n + 1), C (p.coeff j) * X ^ j * q := by
    conv_lhs => rw [p.as_sum_range' (2 * n + 1) (Nat.lt_succ_of_le hp)]
    rw [Finset.sum_mul]
    simp only [C_mul_X_pow_eq_monomial]
  rw [h, map_sum]
  -- reindex the power `j` of `t` as `n + μ`
  refine Finset.sum_nbij' (fun j : ℕ => (j : ℤ) - n) (fun μ : ℤ => ((n : ℤ) + μ).toNat)
    ?_ ?_ ?_ ?_ ?_
  · intro j hj
    have hj' := Finset.mem_range.mp hj
    refine Finset.mem_Icc.mpr ⟨?_, ?_⟩
    · show -(n : ℤ) ≤ (j : ℤ) - n
      omega
    · show (j : ℤ) - n ≤ n
      omega
  · intro μ hμ
    have hμ' := Finset.mem_Icc.mp hμ
    refine Finset.mem_range.mpr ?_
    show ((n : ℤ) + μ).toNat < 2 * n + 1
    omega
  · intro j _
    show ((n : ℤ) + ((j : ℤ) - n)).toNat = j
    omega
  · intro μ hμ
    have hμ' := Finset.mem_Icc.mp hμ
    show ((((n : ℤ) + μ).toNat : ℕ) : ℤ) - n = μ
    omega
  · intro j _
    show tCoeff k (C (p.coeff j) * X ^ j * q) =
      tCoeff ((n : ℤ) + ((j : ℤ) - n)) p * tCoeff (k - ((n : ℤ) + ((j : ℤ) - n))) q
    have e : (n : ℤ) + ((j : ℤ) - n) = j := by ring
    have e2 : tCoeff (j : ℤ) p = p.coeff j := by simp [tCoeff]
    rw [e, tCoeff_shift, e2]
```

## The harmonics

A point $r=(x,y,z)$ has components `r 0`, `r 1`, `r 2`, which need not be real. Put $w_-=(x-iy)/2$,

```lean
variable [Algebra ℂ A]

/-- The combination `(x - i y) / 2` of the coordinates of `r = (x, y, z)`. -/
def wMinus (r : Fin 3 → A) : A := (1 / 2 : ℂ) • (r 0 - Complex.I • r 1)
```

and $w_+=(x+iy)/2$.

```lean
/-- The combination `(x + i y) / 2` of the coordinates of `r = (x, y, z)`. -/
def wPlus (r : Fin 3 → A) : A := (1 / 2 : ℂ) • (r 0 + Complex.I • r 1)
```

The generating polynomial is $g_r(t)=tz+w_--t^2w_+$.

```lean
/-- The generating polynomial `t z + (x - i y) / 2 - t ^ 2 (x + i y) / 2` in the variable `t`. -/
def gen (r : Fin 3 → A) : A[X] := X * C (r 2) + C (wMinus r) - X ^ 2 * C (wPlus r)
```

For natural $l$ and any integer $m$, $S_{lm}(r)=\frac1{l!}[t^{l+m}]\,g_r^{\,l}$. This definition fixes both phase and normalisation.

```lean
/-- The regular solid harmonic `S_lm(r)`: the coefficient of `t ^ (l + m)` in the `l`-th power
of the generating polynomial, divided by `l!`. The coordinates lie in any commutative
complex algebra. -/
def S (l : ℕ) (m : ℤ) (r : Fin 3 → A) : A :=
  (l.factorial : ℂ)⁻¹ • tCoeff (l + m) (gen r ^ l)
```

Three shifts give $[t^k](g_rq)=z[t^{k-1}]q+w_-[t^k]q-w_+[t^{k-2}]q$.

```lean
/-- Three-term rule for the coefficients of the generating polynomial times any polynomial
`q` in `t`. -/
theorem tCoeff_gen_mul (r : Fin 3 → A) (q : A[X]) (k : ℤ) :
    tCoeff k (gen r * q) =
      r 2 * tCoeff (k - 1) q + wMinus r * tCoeff k q - wPlus r * tCoeff (k - 1 - 1) q := by
  have h : gen r * q =
      C (r 2) * X ^ 1 * q + C (wMinus r) * X ^ 0 * q - C (wPlus r) * X ^ 2 * q := by
    unfold gen
    ring
  have e1 : k - ((1 : ℕ) : ℤ) = k - 1 := by omega
  have e0 : k - ((0 : ℕ) : ℤ) = k := by omega
  have e2 : k - ((2 : ℕ) : ℤ) = k - 1 - 1 := by omega
  rw [h, map_sub, map_add, tCoeff_shift, tCoeff_shift, tCoeff_shift, e1, e0, e2]
```

Since $\deg g_r\le2$, $\deg g_r^{\,l}\le 2l$.

```lean
/-- The `l`-th power of the generating polynomial has degree at most `2l` in `t`. -/
theorem natDegree_gen_pow (r : Fin 3 → A) (l : ℕ) : (gen r ^ l).natDegree ≤ 2 * l := by
  have h : (gen r).natDegree ≤ 2 := by
    unfold gen
    compute_degree
  calc (gen r ^ l).natDegree ≤ l * (gen r).natDegree := natDegree_pow_le
    _ ≤ l * 2 := Nat.mul_le_mul_left l h
    _ = 2 * l := mul_comm _ _
```

Hence $S_{lm}=0$ for $|m|>l$, because then $l+m<0$ or $l+m>2l$.

```lean
/-- `S_lm` vanishes when `|m| > l`. -/
theorem S_eq_zero (l : ℕ) (m : ℤ) (r : Fin 3 → A) (h : (l : ℤ) < |m|) : S l m r = 0 := by
  unfold S tCoeff
  split_ifs with hk
  · have hd : (gen r ^ l).natDegree < ((l : ℤ) + m).toNat :=
      lt_of_le_of_lt (natDegree_gen_pow r l) (by rcases lt_abs.mp h with h | h <;> omega)
    rw [lcoeff_apply, coeff_eq_zero_of_natDegree_lt hd, smul_zero]
  · simp
```

On the axis $x=y=0$ both $w_\pm$ vanish, $g_r=zt$, and $S_{l0}=z^l/l!$.

```lean
/-- On the `z` axis, `S_l0 = z ^ l / l!`. -/
theorem S_on_axis (l : ℕ) (r : Fin 3 → A) (hx : r 0 = 0) (hy : r 1 = 0) :
    S l 0 r = (l.factorial : ℂ)⁻¹ • r 2 ^ l := by
  have w1 : wMinus r = 0 := by simp [wMinus, hx, hy]
  have w2 : wPlus r = 0 := by simp [wPlus, hx, hy]
  have hg : gen r = C (r 2) * X := by
    simp only [gen, w1, w2, map_zero]
    ring
  have h0 : (0 : ℤ) ≤ (l : ℤ) + 0 := by omega
  have e : ((l : ℤ) + 0).toNat = l := by omega
  unfold S tCoeff
  rw [hg, if_pos h0, mul_pow, ← C_pow, lcoeff_apply, e, coeff_C_mul, coeff_X_pow_self, mul_one]
```

Scaling by $c\in A$ gives $g_{cr}=c\,g_r$, so $S_{lm}(cr)=c^lS_{lm}(r)$.

```lean
/-- `S_lm` is homogeneous of degree `l`: `S_lm(c r) = c ^ l S_lm(r)`. -/
theorem S_homogeneous (l : ℕ) (m : ℤ) (c : A) (r : Fin 3 → A) :
    S l m (fun i => c * r i) = c ^ l * S l m r := by
  have h1 : wMinus (fun i => c * r i) = c * wMinus r := by
    simp only [wMinus, Algebra.smul_def]
    ring
  have h2 : wPlus (fun i => c * r i) = c * wPlus r := by
    simp only [wPlus, Algebra.smul_def]
    ring
  have hg : gen (fun i => c * r i) = C c * gen r := by
    simp only [gen, h1, h2, map_mul]
    ring
  unfold S
  rw [hg, mul_pow, ← C_pow, ← smul_eq_C_mul, map_smul, smul_eq_mul, mul_smul_comm]
```

## Translation

The coefficients of $g_r$ are linear in $r$, so $g_{a+b}=g_a+g_b$ (`hg`). The binomial theorem (`add_pow`) with $\binom lk/l!=1/\big(k!\,(l-k)!\big)$ (`hf`) gives
$$\frac{g_{a+b}^{\,l}}{l!}=\sum_{k=0}^{l}\frac{g_a^{\,k}}{k!}\,\frac{g_b^{\,l-k}}{(l-k)!}.$$
Take $[t^{l+m}]$ and apply `tCoeff_mul` with $p=g_a^{\,k}$, $n=k$. The second factor carries the index $l+m-(k+\mu)=(l-k)+(m-\mu)$ (`e`), so for all $l$, $m$, $a$, $b$
$$S_{lm}(a+b)=\sum_{k=0}^{l}\sum_{\mu=-k}^{k}S_{k\mu}(a)\,S_{l-k,\,m-\mu}(b).$$
By `S_eq_zero` no other $\mu$ could contribute, and terms with $|m-\mu|>l-k$ vanish.

```lean
/-- Finite translation formula: `S_lm(a + b)` is the sum over `0 ≤ k ≤ l` and `-k ≤ μ ≤ k` of
`S_kμ(a) S_(l-k, m-μ)(b)`. -/
theorem S_translation (l : ℕ) (m : ℤ) (a b : Fin 3 → A) :
    S l m (a + b) =
      ∑ k ∈ Finset.range (l + 1), ∑ μ ∈ Finset.Icc (-(k : ℤ)) k,
        S k μ a * S (l - k) (m - μ) b := by
  -- the generating polynomial is additive in the position
  have h1 : wMinus (a + b) = wMinus a + wMinus b := by
    simp only [wMinus, Pi.add_apply, Algebra.smul_def]
    ring
  have h2 : wPlus (a + b) = wPlus a + wPlus b := by
    simp only [wPlus, Pi.add_apply, Algebra.smul_def]
    ring
  have hg : gen (a + b) = gen a + gen b := by
    simp only [gen, h1, h2, Pi.add_apply, map_add]
    ring
  unfold S
  -- binomial theorem, then a Cauchy product in each term
  rw [hg, add_pow, map_sum, Finset.smul_sum]
  refine Finset.sum_congr rfl fun k hk => ?_
  have hkl : k ≤ l := Nat.lt_succ_iff.mp (Finset.mem_range.mp hk)
  have hc : gen a ^ k * gen b ^ (l - k) * (l.choose k : A[X]) =
      l.choose k • (gen a ^ k * gen b ^ (l - k)) := by
    rw [nsmul_eq_mul]
    exact mul_comm _ _
  have hf : (l.factorial : ℂ)⁻¹ * (l.choose k : ℂ) =
      (k.factorial : ℂ)⁻¹ * ((l - k).factorial : ℂ)⁻¹ := by
    have h' : (l.choose k : ℂ) * (k.factorial : ℂ) * ((l - k).factorial : ℂ) =
        (l.factorial : ℂ) := by
      exact_mod_cast Nat.choose_mul_factorial_mul_factorial hkl
    have hne : (l.choose k : ℂ) ≠ 0 := Nat.cast_ne_zero.mpr (Nat.choose_pos hkl).ne'
    rw [← h', mul_inv, mul_inv]
    calc (l.choose k : ℂ)⁻¹ * (k.factorial : ℂ)⁻¹ * ((l - k).factorial : ℂ)⁻¹ * (l.choose k : ℂ)
        = ((l.choose k : ℂ)⁻¹ * (l.choose k : ℂ)) *
            ((k.factorial : ℂ)⁻¹ * ((l - k).factorial : ℂ)⁻¹) := by ring
      _ = (k.factorial : ℂ)⁻¹ * ((l - k).factorial : ℂ)⁻¹ := by
          rw [inv_mul_cancel₀ hne, one_mul]
  rw [hc, map_nsmul, ← Nat.cast_smul_eq_nsmul ℂ (l.choose k), smul_smul,
    tCoeff_mul _ _ k (natDegree_gen_pow a k), Finset.smul_sum]
  refine Finset.sum_congr rfl fun μ _ => ?_
  have e : ((l - k : ℕ) : ℤ) + (m - μ) = (l : ℤ) + m - (k + μ) := by omega
  rw [e, smul_mul_assoc, mul_smul_comm, smul_smul, hf]
```

## Harmonicity

Let $D$ be a derivation of $A$: a $\mathbb C$-linear map obeying the product rule. Acting on coefficients, with $t$ constant,
$$Dg_r^{\,l+1}=(l+1)\,(t\,Dz+Dw_--t^2Dw_+)\,g_r^{\,l}.$$
Taking $[t^{l+1+m}]$ and dividing by $(l+1)!$,
$$DS_{l+1,m}=(Dz)\,S_{lm}+(Dw_-)\,S_{l,m+1}-(Dw_+)\,S_{l,m-1},$$
and $DS_{0m}=0$, since the coefficients of $g_r^{\,0}=1$ are $0$ or $1$. In Lean, `hT` proves the power rule coefficient by coefficient, by induction with `tCoeff_gen_mul` and `Derivation.leibniz`.

```lean
/-- Chain rule: a derivation `D` annihilates `S_0m`, and
`D S_(l+1,m) = (D z) S_lm + (D w₋) S_(l,m+1) - (D w₊) S_(l,m-1)` with `w∓ = (x ∓ i y) / 2`. -/
theorem derivation_S (D : Derivation ℂ A A) (m : ℤ) (r : Fin 3 → A) :
    D (S 0 m r) = 0 ∧ ∀ l : ℕ, D (S (l + 1) m r) =
      D (r 2) * S l m r + D (wMinus r) * S l (m + 1) r - D (wPlus r) * S l (m - 1) r := by
  have h0 : ∀ j : ℤ, D (tCoeff j (1 : A[X])) = 0 := by
    intro j
    unfold tCoeff
    split_ifs
    · rw [lcoeff_apply, coeff_one]
      split_ifs <;> simp
    · simp
  -- coefficientwise form of `D g ^ (n + 1) = (n + 1) (D g) g ^ n`
  have hT : ∀ (n : ℕ) (k : ℤ), D (tCoeff k (gen r ^ (n + 1))) =
      ((n : A) + 1) * (D (r 2) * tCoeff (k - 1) (gen r ^ n) + D (wMinus r) * tCoeff k (gen r ^ n)
        - D (wPlus r) * tCoeff (k - 1 - 1) (gen r ^ n)) := by
    intro n
    induction n with
    | zero =>
      intro k
      rw [pow_succ' (gen r) 0, tCoeff_gen_mul]
      simp only [pow_zero, map_sub, map_add, Derivation.leibniz, smul_eq_mul, h0, Nat.cast_zero]
      ring
    | succ n ih =>
      intro k
      rw [pow_succ' (gen r) (n + 1), tCoeff_gen_mul]
      simp only [map_sub, map_add, Derivation.leibniz, smul_eq_mul, ih]
      simp only [pow_succ' (gen r) n, tCoeff_gen_mul, Nat.cast_add, Nat.cast_one]
      ring
  constructor
  · unfold S
    rw [D.map_smul, pow_zero, h0, smul_zero]
  · intro l
    have e1 : ((l + 1 : ℕ) : ℤ) + m - 1 - 1 = (l : ℤ) + (m - 1) := by omega
    have e2 : ((l + 1 : ℕ) : ℤ) + m - 1 = (l : ℤ) + m := by omega
    have e3 : ((l + 1 : ℕ) : ℤ) + m = (l : ℤ) + (m + 1) := by omega
    have hA : (l : A) + 1 = algebraMap ℂ A ((l : ℂ) + 1) := by simp
    have hf : ((l + 1).factorial : ℂ)⁻¹ * ((l : ℂ) + 1) = (l.factorial : ℂ)⁻¹ := by
      have hne : (l : ℂ) + 1 ≠ 0 := Nat.cast_add_one_ne_zero l
      rw [Nat.factorial_succ, Nat.cast_mul, Nat.cast_add, Nat.cast_one, mul_inv, mul_right_comm,
        inv_mul_cancel₀ hne, one_mul]
    unfold S
    rw [D.map_smul, hT, e1, e2, e3, hA, ← Algebra.smul_def, smul_smul, hf]
    simp only [Algebra.smul_def]
    ring
```

Now take $A=\mathbb C[x,y,z]$.

```lean
/-- Complex polynomials in the three Cartesian coordinates. -/
abbrev Poly3 : Type := MvPolynomial (Fin 3) ℂ
```

Inserting the coordinate variables for $r$ makes $S_{lm}$ a polynomial.

```lean
/-- The solid harmonic `S_lm` as a polynomial in the Cartesian coordinates. -/
def solidPoly (l : ℕ) (m : ℤ) : Poly3 := S l m (MvPolynomial.X : Fin 3 → Poly3)
```

The Laplacian $\nabla^2=\partial_x^2+\partial_y^2+\partial_z^2$ is built from the formal partial derivatives `MvPolynomial.pderiv`.

```lean
/-- The Laplacian `∂x² + ∂y² + ∂z²` of a polynomial in three variables. -/
def laplacian (p : Poly3) : Poly3 := ∑ i, MvPolynomial.pderiv i (MvPolynomial.pderiv i p)
```

Substituting a point $r$ respects sums and products, so induction on the power with the three-term rule shows that the polynomial takes the value $S_{lm}(r)$. The translation formula and harmonicity therefore concern the same objects.

```lean
/-- The value of the polynomial `solidPoly l m` at the point `r` is `S_lm(r)`. -/
theorem aeval_solidPoly (l : ℕ) (m : ℤ) (r : Fin 3 → A) :
    MvPolynomial.aeval r (solidPoly l m) = S l m r := by
  have h1 : MvPolynomial.aeval r (wMinus (MvPolynomial.X : Fin 3 → Poly3)) = wMinus r := by
    simp only [wMinus, map_smul, map_sub, MvPolynomial.aeval_X]
  have h2 : MvPolynomial.aeval r (wPlus (MvPolynomial.X : Fin 3 → Poly3)) = wPlus r := by
    simp only [wPlus, map_smul, map_add, MvPolynomial.aeval_X]
  have hT : ∀ (n : ℕ) (k : ℤ),
      MvPolynomial.aeval r (tCoeff k (gen (MvPolynomial.X : Fin 3 → Poly3) ^ n)) =
        tCoeff k (gen r ^ n) := by
    intro n
    induction n with
    | zero =>
      intro k
      simp only [pow_zero]
      unfold tCoeff
      split_ifs
      · simp only [lcoeff_apply, coeff_one]
        split_ifs <;> simp
      · simp
    | succ n ih =>
      intro k
      simp only [pow_succ', tCoeff_gen_mul, map_sub, map_add, map_mul, h1, h2, ih,
        MvPolynomial.aeval_X]
  unfold solidPoly S
  rw [map_smul, hT]
```

With $\partial_xw_\mp=\tfrac12$, $\partial_yw_\mp=\mp\tfrac i2$, $\partial_zw_\mp=0$, $\partial_zz=1$ and $\partial_xz=\partial_yz=0$, the chain rule becomes
$$\partial_xS_{l+1,m}=\tfrac12(S_{l,m+1}-S_{l,m-1}),\quad \partial_yS_{l+1,m}=-\tfrac i2(S_{l,m+1}+S_{l,m-1}),\quad \partial_zS_{l+1,m}=S_{lm}.$$

```lean
/-- Gradient formulas: `∂x S_(l+1,m) = (S_(l,m+1) - S_(l,m-1)) / 2`,
`∂y S_(l+1,m) = -i (S_(l,m+1) + S_(l,m-1)) / 2` and `∂z S_(l+1,m) = S_lm`. -/
theorem gradient_solidPoly (l : ℕ) (m : ℤ) :
    MvPolynomial.pderiv 0 (solidPoly (l + 1) m) =
        (1 / 2 : ℂ) • (solidPoly l (m + 1) - solidPoly l (m - 1)) ∧
      MvPolynomial.pderiv 1 (solidPoly (l + 1) m) =
        (-Complex.I / 2 : ℂ) • (solidPoly l (m + 1) + solidPoly l (m - 1)) ∧
      MvPolynomial.pderiv 2 (solidPoly (l + 1) m) = solidPoly l m := by
  have h : ∀ i : Fin 3, MvPolynomial.pderiv i (solidPoly (l + 1) m) =
      MvPolynomial.pderiv i (MvPolynomial.X 2 : Poly3) * solidPoly l m
        + MvPolynomial.pderiv i (wMinus (MvPolynomial.X : Fin 3 → Poly3)) * solidPoly l (m + 1)
        - MvPolynomial.pderiv i (wPlus (MvPolynomial.X : Fin 3 → Poly3)) * solidPoly l (m - 1) :=
    fun i => (derivation_S (A := Poly3) (MvPolynomial.pderiv i) m MvPolynomial.X).2 l
  have hn : ∀ i j : Fin 3, j ≠ i → MvPolynomial.pderiv i (MvPolynomial.X j : Poly3) = 0 :=
    fun _ _ hij => MvPolynomial.pderiv_X_of_ne hij
  refine ⟨?_, ?_, ?_⟩
  · rw [h]
    simp only [wMinus, wPlus, Derivation.map_smul, map_sub, map_add, MvPolynomial.pderiv_X_self,
      hn 0 1 (by decide), hn 0 2 (by decide)]
    simp only [smul_mul_assoc, sub_mul, add_mul, one_mul, zero_mul]
    module
  · rw [h]
    simp only [wMinus, wPlus, Derivation.map_smul, map_sub, map_add, MvPolynomial.pderiv_X_self,
      hn 1 0 (by decide), hn 1 2 (by decide)]
    simp only [smul_mul_assoc, sub_mul, add_mul, one_mul, zero_mul]
    module
  · rw [h]
    simp only [wMinus, wPlus, Derivation.map_smul, map_sub, map_add, MvPolynomial.pderiv_X_self,
      hn 2 0 (by decide), hn 2 1 (by decide)]
    simp only [smul_mul_assoc, sub_mul, add_mul, one_mul, zero_mul]
    module
```

Applying each formula twice, with $(-i/2)^2=-\tfrac14$ (`e`),
$$\partial_x^2S_{l+2,m}=\tfrac14(S_{l,m+2}-2S_{lm}+S_{l,m-2}),\qquad \partial_y^2S_{l+2,m}=-\tfrac14(S_{l,m+2}+2S_{lm}+S_{l,m-2}).$$
These add to $-S_{lm}$, which cancels $\partial_z^2S_{l+2,m}=S_{lm}$; `module` collects the terms. Degrees $0$ and $1$ are separate cases, where the derivatives fall on the constants $S_{0\mu}$ (`h0`). Thus $\nabla^2S_{lm}=0$ as a polynomial, for every $l$ and $m$.

```lean
/-- Every `S_lm` is a harmonic polynomial: its Laplacian vanishes. -/
theorem laplacian_solidPoly (l : ℕ) (m : ℤ) : laplacian (solidPoly l m) = 0 := by
  have h0 : ∀ (i : Fin 3) (μ : ℤ), MvPolynomial.pderiv i (solidPoly 0 μ) = 0 :=
    fun i μ => (derivation_S (A := Poly3) (MvPolynomial.pderiv i) μ MvPolynomial.X).1
  unfold laplacian
  rw [Fin.sum_univ_three]
  cases l with
  | zero => simp only [h0, map_zero, add_zero]
  | succ l =>
    cases l with
    | zero =>
      obtain ⟨hx, hy, hz⟩ := gradient_solidPoly 0 m
      rw [hx, hy, hz]
      simp only [Derivation.map_smul, map_sub, map_add, h0, sub_zero, add_zero, smul_zero]
    | succ l =>
      obtain ⟨hx, hy, hz⟩ := gradient_solidPoly (l + 1) m
      have gx := fun μ => (gradient_solidPoly l μ).1
      have gy := fun μ => (gradient_solidPoly l μ).2.1
      have gz := fun μ => (gradient_solidPoly l μ).2.2
      have e : (-Complex.I / 2 : ℂ) * (-Complex.I / 2) = -(1 / 4) := by
        linear_combination (1 / 4 : ℂ) * Complex.I_sq
      have hI : ∀ p : Poly3,
          (-Complex.I / 2 : ℂ) • ((-Complex.I / 2 : ℂ) • p) = (-(1 / 4) : ℂ) • p := by
        intro p
        rw [smul_smul, e]
      -- apply the gradient formulas twice; `∂x² + ∂y²` gives `-S_lm`, `∂z²` gives `S_lm`
      rw [hx, hy, hz]
      simp only [Derivation.map_smul, map_sub, map_add, gx, gy, gz, add_sub_cancel_right,
        sub_add_cancel]
      simp only [smul_add, hI]
      module

end

end SolidHarmonicTranslation
```

```lean
#print axioms SolidHarmonicTranslation.S_homogeneous
#print axioms SolidHarmonicTranslation.S_translation
#print axioms SolidHarmonicTranslation.aeval_solidPoly
#print axioms SolidHarmonicTranslation.laplacian_solidPoly
```

```
'SolidHarmonicTranslation.S_homogeneous' depends on axioms: [propext, Classical.choice, Quot.sound]
'SolidHarmonicTranslation.S_translation' depends on axioms: [propext, Classical.choice, Quot.sound]
'SolidHarmonicTranslation.aeval_solidPoly' depends on axioms: [propext, Classical.choice, Quot.sound]
'SolidHarmonicTranslation.laplacian_solidPoly' depends on axioms: [propext, Classical.choice, Quot.sound]
```

## Lowest orders and scope

For $l=0$, $g_r^{\,0}=1$ gives $S_{00}=1$, and the translation formula reads $1=1\cdot1$: the total charge is independent of the origin. For $l=1$ the coefficients of $g_r$ are $S_{1,-1}=w_-$, $S_{10}=z$, $S_{11}=-w_+$. The term $k=0$ is $S_{1m}(b)$, and at $k=1$ only $\mu=m$ survives, so $S_{1m}(a+b)=S_{1m}(b)+S_{1m}(a)$: moving the origin to $a$ subtracts the total charge times $a$ from the dipole.

For real $r$ with direction $\hat r$, the usual comparison with unit-normalised spherical harmonics $Y_{lm}$ in the Condon–Shortley phase is
$$S_{lm}(r)=\sqrt{\frac{4\pi}{2l+1}}\;\frac{|r|^l\,Y_{lm}(\hat r)}{\sqrt{(l+m)!\,(l-m)!}},\qquad |m|\le l .$$
Lean has not checked this identification, the explicit low-order expressions or the sum over charges. The theorems are algebraic: derivatives are formal, and no statement involves rotations, angular momentum operators, orthogonality on the sphere or linear independence of the $S_{lm}$. The addition here is that of position vectors; the expansion of a Legendre polynomial in products of spherical harmonics, also called an addition theorem, is a different statement.
